# Two ladders with opposite pair bubbles have cancelling second-order corrections

If only one ladder is summed, the effective interaction acquires a second-order correction \(-VXV\), where \(V\) is the bare interaction and \(X\) the bubble of the propagating pair. Suppose that a competing channel has the bubble \(-X\). Its correction is \(+VXV\), and the two cancel when both channels are kept. Whenever \(VXV\neq 0\), the one-channel answer therefore differs from the two-channel sum already at second order.

Leading logarithms of opposite sign compete in this way between the particle-particle and particle-hole channels of one-dimensional electrons; the model here keeps only that competition, with finite matrices and no feedback of one channel into the other.

All matrices are square and complex, with rows and columns labelled by a finite set `n`, for instance of pair states. Both channels use the same matrix product, whereas a full vertex would generally pair its indices differently in each channel. The bubbles are given matrices, not computed from Green's functions, and their opposite sign is an assumption.

```lean
import Mathlib

open Filter Topology

namespace CompetingLadders

noncomputable section

variable {n : Type*} [Fintype n] [DecidableEq n]
```

## One ladder and its equation

Repeated scattering gives the series \(V-VXV+VXVXV-\cdots\), which is formally

\[
L(V,X)=(1+VX)^{-1}V .
\]

The definition uses the inverse directly, so convergence of the series is not required. The sign convention puts a minus sign in front of each bubble.

```lean
/-- The ladder sum `(1 + V X)⁻¹ V` of repeated scatterings by the interaction `V` with pair bubble
`X`. It has this meaning when `1 + V X` is invertible; otherwise Lean's matrix inverse is zero, and
so is the value. -/
def ladder (V X : Matrix n n ℂ) : Matrix n n ℂ := (1 + V * X)⁻¹ * V
```

For two channels with bubbles \(P\) and \(Q\), each ladder contains the bare interaction once. One copy is subtracted:

\[
C(V,P,Q)=L(V,P)+L(V,Q)-V .
\]

In Lean, \(L\) is `ladder` and \(C\) is `twoChannel`. Reading \(P\) as particle-particle and \(Q\) as particle-hole is a physical interpretation; the definition treats them alike.

```lean
/-- Two ladder channels with bubbles `P` and `Q`, added with the bare interaction counted once; it
has this meaning when `1 + V P` and `1 + V Q` are invertible, though Lean defines it for all
matrices. -/
def twoChannel (V P Q : Matrix n n ℂ) : Matrix n n ℂ := ladder V P + ladder V Q - V
```

The ladder should solve \(T=V-VXT\). Moving the last term to the left gives

\[
(1+VX)T=V \quad\Longleftrightarrow\quad T=(1+VX)^{-1}V ,
\]

provided that \(1+VX\) is invertible, which is the hypothesis `IsUnit (1 + V * X)`. Physically, the channel is away from a pole of its ladder, where a bound state or an instability would appear.

```lean
/-- If `1 + V X` is invertible, the ladder sum is the one and only solution of the
ladder equation `T = V - V X T`. -/
theorem ladder_equation_iff (V X T : Matrix n n ℂ) (h : IsUnit (1 + V * X)) :
    T = V - V * X * T ↔ T = ladder V X := by
  have hdet := (Matrix.isUnit_iff_isUnit_det _).1 h
  constructor
  · intro hT
    have h1 : (1 + V * X) * T = V := by
      rw [add_mul, one_mul]
      linear_combination (norm := abel) hT
    calc T = (1 + V * X)⁻¹ * ((1 + V * X) * T) := by
          rw [← mul_assoc, Matrix.nonsing_inv_mul _ hdet, one_mul]
      _ = ladder V X := by rw [h1, ladder]
  · rintro rfl
    have h1 : (1 + V * X) * ladder V X = V := by
      rw [ladder, ← mul_assoc, Matrix.mul_nonsing_inv _ hdet, one_mul]
    rw [add_mul, one_mul] at h1
    linear_combination (norm := abel) h1
```

The two halves of the proof multiply by the inverse and by \(1+VX\) respectively; `linear_combination` with `abel` moves the terms across the equation.

## The closed form for opposite bubbles

Write \(A=VX\), and let \(1+A\) and \(1-A\) be invertible. Since

\[
(1+A)(1-A)=(1-A)(1+A)=1-A^2 ,
\]

the matrix \(1-A^2\) is invertible too. With \(R=(1-A^2)^{-1}\),

\[
(1+A)^{-1}=(1-A)R,\qquad (1-A)^{-1}=(1+A)R ,
\]

and the two inverses add up to \(2R\). From \((1-A^2)R=1\) follows \(R=1+A^2R\), so

\[
C(V,X,-X)=2RV-V=V+2A^2RV .
\]

```lean
/-- For opposite bubbles `X` and `-X`, with `1 + V X` and `1 - V X` invertible, the matrix
`1 - (V X)²` is invertible and the two channels add up to
`V + 2 (V X)² (1 - (V X)²)⁻¹ V`. -/
theorem twoChannel_opposite (V X : Matrix n n ℂ)
    (hp : IsUnit (1 + V * X)) (hm : IsUnit (1 - V * X)) :
    IsUnit (1 - (V * X) ^ 2) ∧
      twoChannel V X (-X) =
        V + (2 : ℂ) • ((V * X) ^ 2 * (1 - (V * X) ^ 2)⁻¹ * V) := by
  have f1 : (1 + V * X) * (1 - V * X) = 1 - (V * X) ^ 2 := by noncomm_ring
  have f2 : (1 - V * X) * (1 + V * X) = 1 - (V * X) ^ 2 := by noncomm_ring
  have hu : IsUnit (1 - (V * X) ^ 2) := f1 ▸ hp.mul hm
  refine ⟨hu, ?_⟩
  have hR := Matrix.mul_nonsing_inv _ ((Matrix.isUnit_iff_isUnit_det _).1 hu)
  -- both resolvents are expressed through the inverse of `1 - (V X)²`
  have hP : (1 + V * X)⁻¹ = (1 - V * X) * (1 - (V * X) ^ 2)⁻¹ :=
    Matrix.inv_eq_right_inv (by rw [← mul_assoc, f1, hR])
  have hM : (1 - V * X)⁻¹ = (1 + V * X) * (1 - (V * X) ^ 2)⁻¹ :=
    Matrix.inv_eq_right_inv (by rw [← mul_assoc, f2, hR])
  have hS : (V * X) ^ 2 * (1 - (V * X) ^ 2)⁻¹ = (1 - (V * X) ^ 2)⁻¹ - 1 := by
    rw [sub_mul, one_mul] at hR
    linear_combination (norm := abel) -hR
  rw [twoChannel, ladder, ladder, mul_neg, ← sub_eq_add_neg, hP, hM, hS]
  simp only [sub_mul, add_mul, one_mul]
  module
```

The facts `hP` and `hM` are the two expressions for the inverses, and `hS` is \(A^2R=R-1\). No commutation of \(V\) with \(X\) is used.

In a calculation with \(V\) and \(X\) tabulated in a finite basis, one solves \((1+VX)T_+=V\) and \((1-VX)T_-=V\), then forms \(T_++T_--V\). The closed form gives the same matrix from a single system, \((1-(VX)^2)Y=V\), as \(V+2(VX)^2Y\). For the numbers \(V=1\) and \(X=1/2\), the ladders are \(2/3\) and \(2\), and both routes give \(5/3\).

## Inverses at weak coupling

To identify orders in the interaction, replace \(V\) by \(gV\) and let the complex coupling \(g\) tend to zero with the bubbles held fixed. This requires control of inverses near \(g=0\). If \(F(g)\) is continuous and \(F(0)=1\), then \(\det F(g)\) is continuous and equals 1 at zero, so it is nonzero nearby. There

\[
F(g)^{-1}=\frac{\operatorname{adj}F(g)}{\det F(g)}\longrightarrow 1 .
\]

The filter `𝓝[≠] 0` expresses \(g\to0\) with \(g\neq0\), which permits division by powers of \(g\).

```lean
/-- A continuous family of matrices that equals the identity at zero coupling is invertible
at small nonzero coupling, and its inverse tends to the identity. -/
theorem inverse_near_one {F : ℂ → Matrix n n ℂ} (hF : Continuous F) (h0 : F 0 = 1) :
    (∀ᶠ g in 𝓝[≠] (0 : ℂ), IsUnit (F g)) ∧
      Tendsto (fun g => (F g)⁻¹) (𝓝[≠] 0) (𝓝 1) := by
  have hd : Continuous fun g => (F g).det := hF.matrix_det
  have hd0 : (F 0).det ≠ 0 := by simp [h0]
  constructor
  · have h := hd.continuousAt.eventually_ne hd0
    filter_upwards [h.filter_mono nhdsWithin_le_nhds] with g hg
    exact (Matrix.isUnit_iff_isUnit_det _).2 (isUnit_iff_ne_zero.2 hg)
  · -- the inverse is the adjugate divided by the determinant
    have hc : ContinuousAt (fun g => ((F g).det)⁻¹ • (F g).adjugate) 0 :=
      (hd.continuousAt.inv₀ hd0).smul hF.matrix_adjugate.continuousAt
    have h := hc.tendsto.mono_left (nhdsWithin_le_nhds (s := {0}ᶜ))
    simp only [h0, Matrix.det_one, inv_one, one_smul, Matrix.adjugate_one] at h
    simpa only [Matrix.inv_def, Ring.inverse_eq_inv'] using h
```

Consequently, the theorems on orders below need no separate invertibility hypothesis for the ladders.

## Second order in one and two channels

Substituting the ladder into its own equation once gives

\[
L(gV,X)-gV=-gVX\,L(gV,X)=-g^2\,VX(1+gVX)^{-1}V .
\]

After division by \(g^2\), the inverse tends to 1 and the limit is \(-VXV\).

```lean
/-- A single ladder with interaction `g V` has the second-order coefficient `-V X V`
in the coupling `g`. -/
theorem ladder_second_order (V X : Matrix n n ℂ) :
    Tendsto (fun g : ℂ => (g ^ 2)⁻¹ • (ladder (g • V) X - g • V))
      (𝓝[≠] 0) (𝓝 (-(V * X * V))) := by
  obtain ⟨hu, hl⟩ := inverse_near_one (F := fun g : ℂ => 1 + g • V * X)
    (by fun_prop) (by simp)
  have h : Tendsto (fun g : ℂ => -(V * X * ((1 + g • V * X)⁻¹ * V)))
      (𝓝[≠] 0) (𝓝 (-(V * X * (1 * V)))) := ((hl.mul_const V).const_mul (V * X)).neg
  rw [one_mul] at h
  refine h.congr' ?_
  filter_upwards [hu, self_mem_nhdsWithin] with g hg hne
  have hne' : g ≠ 0 := hne
  have e := (ladder_equation_iff (g • V) X _ hg).2 rfl
  -- one use of the ladder equation exposes the factor `g²`
  have key : ladder (g • V) X - g • V
      = g ^ 2 • (-(V * X * ((1 + g • V * X)⁻¹ * V))) := by
    calc ladder (g • V) X - g • V = -(g • V * X * ladder (g • V) X) := by
          linear_combination (norm := abel) e
      _ = _ := by
          simp only [ladder, smul_mul_assoc, mul_smul_comm, smul_neg, smul_smul, pow_two]
  rw [key, smul_smul, inv_mul_cancel₀ (pow_ne_zero 2 hne'), one_smul]
```

The step `key` is the displayed identity. It holds for small nonzero \(g\), which is enough for `congr'` to transfer the limit.

For two channels the subtraction in \(C\) leaves exactly the two separate corrections:

\[
C(gV,P,Q)-gV=[L(gV,P)-gV]+[L(gV,Q)-gV].
\]

Their second-order coefficients add up to \(-VPV-VQV=-V(P+Q)V\).

```lean
/-- Two channels with bubbles `P` and `Q` and interaction `g V` have together the
second-order coefficient `-V (P + Q) V`. -/
theorem twoChannel_second_order (V P Q : Matrix n n ℂ) :
    Tendsto (fun g : ℂ => (g ^ 2)⁻¹ • (twoChannel (g • V) P Q - g • V))
      (𝓝[≠] 0) (𝓝 (-(V * (P + Q) * V))) := by
  have h := (ladder_second_order V P).add (ladder_second_order V Q)
  have e : -(V * P * V) + -(V * Q * V) = -(V * (P + Q) * V) := by noncomm_ring
  rw [e] at h
  refine h.congr fun g => ?_
  rw [← smul_add, twoChannel]
  congr 1
  abel
```

If the second-order coefficient vanishes, uniqueness of limits gives \(V(P+Q)V=0\). For invertible \(V\), multiplication by \(V^{-1}\) on both sides yields \(P+Q=0\), that is, \(Q=-P\). Conversely, \(Q=-P\) makes the coefficient zero.

```lean
/-- For an invertible interaction `V`, the second-order corrections of the two channels
cancel exactly when their bubbles are opposite. -/
theorem second_order_cancels_iff (V P Q : Matrix n n ℂ) (hV : IsUnit V) :
    Tendsto (fun g : ℂ => (g ^ 2)⁻¹ • (twoChannel (g • V) P Q - g • V))
      (𝓝[≠] 0) (𝓝 0) ↔ Q = -P := by
  constructor
  · intro h
    have h1 := tendsto_nhds_unique h (twoChannel_second_order V P Q)
    have h2 : V * (P + Q) * V = 0 := neg_eq_zero.1 h1.symm
    -- strip the invertible interaction from both sides
    exact eq_neg_of_add_eq_zero_right
      (hV.mul_right_eq_zero.1 (hV.mul_left_eq_zero.1 h2))
  · rintro rfl
    have h := twoChannel_second_order V P (-P)
    rw [add_neg_cancel, mul_zero, zero_mul, neg_zero] at h
    exact h
```

Only the first direction uses the invertibility of \(V\), and \(V\neq0\) is not enough for it. Take

\[
V=\begin{pmatrix}1&0\\0&0\end{pmatrix},\qquad P=0,\qquad Q=\begin{pmatrix}0&0\\0&1\end{pmatrix}.
\]

Then \(V(P+Q)V=0\), although \(Q\neq-P\): the interaction does not reach the state in which the bubbles fail to cancel.

## What remains at third order

Putting \(gV\) into the closed form gives

\[
C(gV,X,-X)-gV=g^3\,2(VX)^2\bigl(1-(gVX)^2\bigr)^{-1}V .
\]

Division by \(g^3\) and the limit \(g\to0\) leave \(2VXVXV\). In this model the competing channels therefore cancel at second order but reinforce each other at third order, unless \(VXVXV\) happens to vanish. The feedback of one channel into the other, which is left out here, also starts at third order, so \(2VXVXV\) is in general not the full third-order correction of an interacting system.

```lean
/-- For opposite bubbles `X` and `-X` and interaction `g V`, the combined channels have
the third-order coefficient `2 V X V X V`. -/
theorem opposite_third_order (V X : Matrix n n ℂ) :
    Tendsto (fun g : ℂ => (g ^ 3)⁻¹ • (twoChannel (g • V) X (-X) - g • V))
      (𝓝[≠] 0) (𝓝 ((2 : ℂ) • (V * X * V * X * V))) := by
  have hp := (inverse_near_one (F := fun g : ℂ => 1 + g • V * X)
    (by fun_prop) (by simp)).1
  have hm := (inverse_near_one (F := fun g : ℂ => 1 - g • V * X)
    (by fun_prop) (by simp)).1
  have hl := (inverse_near_one (F := fun g : ℂ => 1 - (g • V * X) ^ 2)
    (by fun_prop) (by simp)).2
  have h : Tendsto (fun g : ℂ => (2 : ℂ) • ((V * X) ^ 2 * (1 - (g • V * X) ^ 2)⁻¹ * V))
      (𝓝[≠] 0) (𝓝 ((2 : ℂ) • ((V * X) ^ 2 * 1 * V))) :=
    ((hl.const_mul ((V * X) ^ 2)).mul_const V).const_smul (2 : ℂ)
  have e : (V * X) ^ 2 * 1 * V = V * X * V * X * V := by noncomm_ring
  rw [e] at h
  refine h.congr' ?_
  filter_upwards [hp, hm, self_mem_nhdsWithin] with g hgp hgm hne
  have hne' : g ≠ 0 := hne
  -- the closed form carries an overall factor `g³`
  have key : twoChannel (g • V) X (-X) - g • V
      = g ^ 3 • ((2 : ℂ) • ((V * X) ^ 2 * (1 - (g • V * X) ^ 2)⁻¹ * V)) := by
    rw [(twoChannel_opposite (g • V) X hgp hgm).2, add_sub_cancel_left]
    generalize (1 - (g • V * X) ^ 2)⁻¹ = R
    simp only [pow_two, smul_mul_assoc, mul_smul_comm, smul_smul]
    congr 1
    ring
  rw [key, smul_smul, inv_mul_cancel₀ (pow_ne_zero 3 hne'), one_smul]

end

end CompetingLadders
```

Here `inverse_near_one` is used three times: twice to make the closed form applicable at small \(g\), and once for the limit of the remaining inverse.

```lean
#print axioms CompetingLadders.second_order_cancels_iff
-- 'CompetingLadders.second_order_cancels_iff' depends on axioms: [propext, Classical.choice, Quot.sound]
#print axioms CompetingLadders.opposite_third_order
-- 'CompetingLadders.opposite_third_order' depends on axioms: [propext, Classical.choice, Quot.sound]
```
